# Orthonormality alone does not fix the Hermitian multipliers of two Car–Parrinello orbitals, even when the trial orbitals equal the old ones

## Question

In a Car–Parrinello time step the orbitals first move without regard to their constraints, which gives trial orbitals that are in general no longer orthonormal. A correction built from the old orbitals and a Hermitian matrix of Lagrange multipliers then restores orthonormality. I had assumed that the constraint equations determine this matrix.

The simplest test seems to be a step whose unconstrained move leaves every orbital where it was. The trial orbitals are then the old orbitals \(C\), already orthonormal, and the obvious correction is zero. But when I write the corrected orbitals as \(C + CX\) and ask which Hermitian \(X\) keep them orthonormal, I seem to find many answers: every \(X\) for which \(-X/2\) is idempotent. With two orbitals that would be an infinite family.

Is this right, and can it be stated rigorously and checked by machine? I would also like to know what singles out the solution \(X = 0\).

## Answer

Yes. For two orbitals there are infinitely many Hermitian solutions, and \(X=0\) is the only one whose operator norm is below 2.

### Every solution is a reflection among the orbitals

Let \(C\) be the complex matrix whose columns are the orbital coefficients in an orthonormal basis, with one row per basis function. Write \(C^{\mathsf H}\) for its conjugate transpose and \(1\) for the identity matrix. Orthonormality of the orbitals is \(C^{\mathsf H}C = 1\).

The corrected orbitals factor as \(C + CX = C(1+X)\). Since \(X^{\mathsf H} = X\), their overlap matrix is

\[
(C+CX)^{\mathsf H}(C+CX) = (1+X)\,C^{\mathsf H}C\,(1+X) = (1+X)^2 = 1 + X^2 + 2X .
\]

This equals \(1\) exactly when

\[
X^2 = -2X .
\]

Now put \(P = -X/2\). Then \(P^2 = X^2/4\), so \(X^2=-2X\) gives \(P^2 = -X/2 = P\). Conversely, \(P^2 = P\) reads \(X^2/4 = -X/2\), and multiplication by 4 returns \(X^2=-2X\). Orthonormality is therefore equivalent to idempotency of \(-X/2\).

Because \(P\) is also Hermitian, it is an orthogonal projector, and \(1+X = 1-2P\) is a reflection: it reverses the sign of the orbital combinations in the range of \(P\) and leaves those orthogonal to them alone. The occupied space stays the same, but unless \(P=0\) some orbitals in it have jumped.

For a single orbital, \(X\) is a real number \(x\) with \((1+x)^2=1\), so \(x=0\) or \(x=-2\). Uniqueness already fails there, but with only two solutions: keep the orbital or flip its sign. With two orbitals one can choose which combination to flip, and this choice is continuous. Take real numbers \(c\) and \(s\) with \(c^2+s^2=1\) and set

\[
X = \begin{pmatrix} -1-c & -s \\ -s & -1+c \end{pmatrix}.
\]

This matrix is Hermitian. The diagonal entries of \(X^2\) are

\[
(1+c)^2+s^2 = 2+2c, \qquad s^2+(1-c)^2 = 2-2c,
\]

and both off-diagonal entries are

\[
s(1+c)+s(1-c) = 2s .
\]

These are the entries of \(-2X\), so every point of the unit circle gives a solution. With \(c=\cos\varphi\), \(s=\sin\varphi\) and \(0\le\varphi\le\pi\), different angles give different values of \(c\), hence different matrices. The set of solutions is infinite.

### Small multipliers are unique

Let \(\|X\|\) be the operator norm, the largest factor by which \(X\) stretches a vector. If \(X^2=-2X\), then

\[
2\|X\| = \|X^2\| \le \|X\|^2 .
\]

If \(X\ne0\), division by \(\|X\|>0\) gives \(\|X\|\ge2\). A solution with \(\|X\|<2\) is therefore zero. The bound cannot be raised: \(X=-2\cdot1\) has norm 2 as soon as there is at least one orbital, and it sends \(C\) to \(-C\), which is orthonormal.

### The Lean file

```lean
import Mathlib

open Matrix

namespace OrbitalMultiplierNonuniqueness

noncomputable section

variable {m n : Type*} [Fintype m] [Fintype n] [DecidableEq n]

/-- The columns of `C` are orthonormal orbitals: their overlap matrix is the identity. -/
def OrthonormalOrbitals (C : Matrix m n ℂ) : Prop := Cᴴ * C = 1

/-- The Hermitian multiplier matrices `X` for which the corrected orbitals `C + C X`
are orthonormal, the trial orbitals being `C` itself. -/
def admissibleMultipliers (C : Matrix m n ℂ) : Set (Matrix n n ℂ) :=
  {X | X.IsHermitian ∧ OrthonormalOrbitals (C + C * X)}

/-- For orthonormal `C` and Hermitian `X`, the overlap matrix of the corrected orbitals `C + C X` is
`(1 + X)²`. -/
theorem corrected_overlap {C : Matrix m n ℂ} (hC : OrthonormalOrbitals C)
    {X : Matrix n n ℂ} (hX : X.IsHermitian) :
    (C + C * X)ᴴ * (C + C * X) = (1 + X) * (1 + X) := by
  have h : Cᴴ * C = 1 := hC
  have e : C + C * X = C * (1 + X) := by rw [Matrix.mul_add, Matrix.mul_one]
  rw [e, Matrix.conjTranspose_mul, Matrix.mul_assoc, ← Matrix.mul_assoc Cᴴ C, h,
    Matrix.one_mul, Matrix.conjTranspose_add, Matrix.conjTranspose_one, hX.eq]

/-- For orthonormal `C` and Hermitian `X`, the corrected orbitals `C + C X` are orthonormal exactly
when `X` satisfies `X² = -2 X`. -/
theorem orthonormal_iff_quadratic {C : Matrix m n ℂ} (hC : OrthonormalOrbitals C)
    {X : Matrix n n ℂ} (hX : X.IsHermitian) :
    OrthonormalOrbitals (C + C * X) ↔ X * X = (-2 : ℂ) • X := by
  have e : (1 + X) * (1 + X) = 1 + (X * X + (2 : ℂ) • X) := by
    rw [two_smul]
    noncomm_ring
  unfold OrthonormalOrbitals
  rw [corrected_overlap hC hX, e, add_eq_left, add_eq_zero_iff_eq_neg, neg_smul]

/-- For orthonormal trial orbitals `C` and Hermitian `X`, the corrected orbitals `C + C X`
are orthonormal if and only if `-X/2` is idempotent. -/
theorem orthonormal_iff_idempotent {C : Matrix m n ℂ} (hC : OrthonormalOrbitals C)
    {X : Matrix n n ℂ} (hX : X.IsHermitian) :
    OrthonormalOrbitals (C + C * X) ↔ IsIdempotentElem ((-(1 / 2) : ℂ) • X) := by
  rw [orthonormal_iff_quadratic hC hX]
  unfold IsIdempotentElem
  rw [Matrix.smul_mul, Matrix.mul_smul]
  constructor
  · intro h
    rw [h]
    module
  · intro h
    linear_combination (norm := module) (4 : ℂ) • h

/-- A two-orbital multiplier matrix with real parameters `c` and `s`. -/
def mixingMultiplier (c s : ℝ) : Matrix (Fin 2) (Fin 2) ℂ :=
  !![-1 - (c : ℂ), -(s : ℂ); -(s : ℂ), -1 + (c : ℂ)]

/-- For two orthonormal orbitals, every point `(c, s)` of the unit circle gives an
admissible multiplier matrix. -/
theorem mixingMultiplier_admissible {C : Matrix m (Fin 2) ℂ} (hC : OrthonormalOrbitals C)
    {c s : ℝ} (hcs : c ^ 2 + s ^ 2 = 1) :
    mixingMultiplier c s ∈ admissibleMultipliers C := by
  have h : (c : ℂ) ^ 2 + (s : ℂ) ^ 2 = 1 := by exact_mod_cast hcs
  have hX : (mixingMultiplier c s).IsHermitian := by
    ext i j
    fin_cases i <;> fin_cases j <;> simp [mixingMultiplier, Matrix.conjTranspose_apply]
  refine ⟨hX, (orthonormal_iff_quadratic hC hX).2 ?_⟩
  -- the four entries of X² = -2X
  ext i j
  fin_cases i <;> fin_cases j <;>
    simp [mixingMultiplier, Matrix.mul_apply, Fin.sum_univ_two] <;>
    first
      | ring1
      | linear_combination h

/-- For any two orthonormal orbitals taken as their own trial orbitals, infinitely many
Hermitian multiplier matrices make the corrected orbitals orthonormal. -/
theorem infinite_admissibleMultipliers {C : Matrix m (Fin 2) ℂ}
    (hC : OrthonormalOrbitals C) : (admissibleMultipliers C).Infinite := by
  have hinj : ∀ c s c' s' : ℝ, mixingMultiplier c s = mixingMultiplier c' s' → c = c' := by
    intro c s c' s' h
    have h00 := congrFun (congrFun h 0) 0
    simpa [mixingMultiplier] using h00
  -- the angles in [0, π] label distinct multipliers
  refine Set.infinite_of_injOn_mapsTo
    (f := fun φ : ℝ => mixingMultiplier (Real.cos φ) (Real.sin φ))
    (s := Set.Icc 0 Real.pi) ?_ ?_ (Set.Icc_infinite Real.pi_pos)
  · intro a ha b hb hab
    exact Real.injOn_cos ha hb (hinj _ _ _ _ hab)
  · intro φ _
    exact mixingMultiplier_admissible hC (Real.cos_sq_add_sin_sq φ)

/-- Two explicit orthonormal orbitals in three basis functions, with a nonzero
admissible multiplier matrix. -/
theorem admissibleMultipliers_witness :
    OrthonormalOrbitals (!![3 / 5, 0; 4 / 5, 0; 0, 1] : Matrix (Fin 3) (Fin 2) ℂ) ∧
    mixingMultiplier (3 / 5) (4 / 5) ∈
      admissibleMultipliers (!![3 / 5, 0; 4 / 5, 0; 0, 1] : Matrix (Fin 3) (Fin 2) ℂ) ∧
    mixingMultiplier (3 / 5) (4 / 5) ≠ 0 := by
  have hC : OrthonormalOrbitals
      (!![3 / 5, 0; 4 / 5, 0; 0, 1] : Matrix (Fin 3) (Fin 2) ℂ) := by
    -- the numerals are real, so conjugation leaves them unchanged
    have h3 : (starRingEnd ℂ) 3 = 3 := Complex.conj_eq_iff_real.2 ⟨3, by norm_num⟩
    have h4 : (starRingEnd ℂ) 4 = 4 := Complex.conj_eq_iff_real.2 ⟨4, by norm_num⟩
    have h5 : (starRingEnd ℂ) 5 = 5 := Complex.conj_eq_iff_real.2 ⟨5, by norm_num⟩
    unfold OrthonormalOrbitals
    ext i j
    fin_cases i <;> fin_cases j <;>
      norm_num [Matrix.mul_apply, Fin.sum_univ_succ, Matrix.conjTranspose_apply, h3, h4, h5]
  refine ⟨hC, mixingMultiplier_admissible hC (by norm_num), ?_⟩
  intro h
  have h01 := congrFun (congrFun h 0) 1
  norm_num [mixingMultiplier] at h01

section SmallMultipliers

open scoped Matrix.Norms.L2Operator

/-- For orthonormal orbitals `C`, an admissible multiplier matrix whose operator norm is below 2
vanishes. -/
theorem eq_zero_of_norm_lt_two {C : Matrix m n ℂ} (hC : OrthonormalOrbitals C)
    {X : Matrix n n ℂ} (hX : X ∈ admissibleMultipliers C) (hsmall : ‖X‖ < 2) : X = 0 := by
  have h := (orthonormal_iff_quadratic hC hX.1).1 hX.2
  -- X² = -2X forces 2‖X‖ ≤ ‖X‖²
  have h1 : 2 * ‖X‖ ≤ ‖X‖ * ‖X‖ := by
    calc 2 * ‖X‖ = ‖(-2 : ℂ) • X‖ := by rw [norm_smul]; simp
      _ = ‖X * X‖ := by rw [h]
      _ ≤ ‖X‖ * ‖X‖ := norm_mul_le X X
  by_contra h0
  have hpos : 0 < ‖X‖ := norm_pos_iff.mpr h0
  nlinarith

/-- For any nonempty set of orthonormal orbitals, `-2` times the identity matrix is admissible and
has operator norm exactly 2. -/
theorem norm_bound_sharp [Nonempty n] {C : Matrix m n ℂ} (hC : OrthonormalOrbitals C) :
    (-2 : ℂ) • (1 : Matrix n n ℂ) ∈ admissibleMultipliers C ∧
      ‖(-2 : ℂ) • (1 : Matrix n n ℂ)‖ = 2 := by
  have hX : ((-2 : ℂ) • (1 : Matrix n n ℂ)).IsHermitian := by
    unfold Matrix.IsHermitian
    rw [Matrix.conjTranspose_smul, Matrix.conjTranspose_one]
    simp
  refine ⟨⟨hX, (orthonormal_iff_quadratic hC hX).2 ?_⟩, ?_⟩
  · rw [Matrix.smul_mul, Matrix.one_mul]
  · rw [norm_smul, CStarRing.norm_one]
    simp

end SmallMultipliers

end

end OrbitalMultiplierNonuniqueness
```

```lean
#print axioms OrbitalMultiplierNonuniqueness.orthonormal_iff_idempotent
#print axioms OrbitalMultiplierNonuniqueness.infinite_admissibleMultipliers
#print axioms OrbitalMultiplierNonuniqueness.eq_zero_of_norm_lt_two
#print axioms OrbitalMultiplierNonuniqueness.norm_bound_sharp
```

```
'OrbitalMultiplierNonuniqueness.orthonormal_iff_idempotent' depends on axioms: [propext, Classical.choice, Quot.sound]
'OrbitalMultiplierNonuniqueness.infinite_admissibleMultipliers' depends on axioms: [propext, Classical.choice, Quot.sound]
'OrbitalMultiplierNonuniqueness.eq_zero_of_norm_lt_two' depends on axioms: [propext, Classical.choice, Quot.sound]
'OrbitalMultiplierNonuniqueness.norm_bound_sharp' depends on axioms: [propext, Classical.choice, Quot.sound]
```

### What the theorems say about orbitals

The type `Matrix m n ℂ` holds the coefficients, with `m` indexing basis functions and `n` indexing orbitals. Both index types are finite. `OrthonormalOrbitals C` is the equation `Cᴴ * C = 1`, which fixes the convention that orbitals are columns and that the basis itself is orthonormal, as plane waves are. A general overlap matrix between basis functions does not appear.

`admissibleMultipliers C` is the set of all Hermitian `X` for which `C + C * X` is again orthonormal. The first `C` in that sum plays the role of the trial orbitals and the second is the set of old orbitals along which the constraint forces act. In a Verlet-type step, \(X\) is the Lagrange multiplier matrix times a factor containing the squared time step and the fictitious orbital mass. The file absorbs this factor into `X`. For a fixed nonzero time step, non-uniqueness of `X` is non-uniqueness of the multipliers.

The main statements are these:

- `orthonormal_iff_idempotent` takes orthonormal `C` and Hermitian `X` and gives the equivalence with idempotency of \(-X/2\), for any finite number of orbitals.
- `infinite_admissibleMultipliers` says that for every orthonormal pair of orbitals, in any finite basis, the admissible set is infinite. The pair is indexed by `Fin 2`, so its orbitals are numbered 0 and 1.
- `eq_zero_of_norm_lt_two` says that an admissible `X` with `‖X‖ < 2` is zero, again for any finite number of orbitals.
- `norm_bound_sharp` says that \(-2\cdot1\) is admissible and has norm exactly 2. It assumes `Nonempty n`, since with no orbitals the only matrix is zero.

`admissibleMultipliers_witness` supplies a concrete case. The orbitals are \((3/5,4/5,0)\) and \((0,0,1)\) in three basis functions, and \(c=3/5\), \(s=4/5\) gives

\[
X=\begin{pmatrix}-8/5&-4/5\\-4/5&-2/5\end{pmatrix}.
\]

The corrected orbitals are \((-9/25,-12/25,-4/5)\) and \((-12/25,-16/25,3/5)\). Each has norm one and their inner product vanishes.

The model is a single step with zero displacement before the correction. This differs from orbitals at rest in the electronic ground state, where the unconstrained forces are in general nonzero and nonzero multipliers balance them. The model contains no forces, no orbital velocities and no energy functional, and it treats only trial orbitals equal to \(C\). For displaced trial orbitals the constraint equation has further terms, and the threshold 2 should not be carried over to it.

### What changes if Hermiticity is dropped

The multipliers are taken as Hermitian because the constraint \(C^{\mathsf H}C=1\) is itself a Hermitian matrix equation: the condition on orbitals \(i\) and \(j\) is the complex conjugate of the one on \(j\) and \(i\). Another model would admit every complex matrix \(X\). The condition would then be \((1+X)^{\mathsf H}(1+X)=1\), so that \(1+X\) could be any unitary matrix. Even one orbital would have infinitely many solutions, \(x=e^{i\theta}-1\) with real \(\theta\), and some of them would be arbitrarily small without being zero. Hermiticity is thus what isolates \(X=0\) from the other solutions.

### How the proof follows the calculation

`corrected_overlap` is the first displayed computation. It rewrites `C + C * X` as `C * (1 + X)`, takes the conjugate transpose of the product, regroups the factors so that `Cᴴ * C` stands together, and replaces it by the identity. Hermiticity enters at the end, through `hX.eq`, which turns `Xᴴ` into `X`.

`orthonormal_iff_quadratic` expands the square with `noncomm_ring`, which does not assume that matrices commute. It then cancels the identity on both sides and moves \(2X\) to the right.

`orthonormal_iff_idempotent` translates the quadratic equation into \(P^2=P\). In the forward direction it substitutes \(X^2=-2X\) and compares coefficients with `module`. In the reverse direction `linear_combination` multiplies the idempotency equation by 4, as in the calculation above.

For two orbitals, `mixingMultiplier c s` is the explicit matrix. The lemma `mixingMultiplier_admissible` checks Hermiticity entry by entry and then the four entries of \(X^2=-2X\). The off-diagonal ones are identities in \(c\) and \(s\), which `ring1` settles. The diagonal ones need \(c^2+s^2=1\), which `linear_combination h` supplies.

`infinite_admissibleMultipliers` first shows that equal matrices have equal `c`, by comparing their entries at position (0, 0). The cosine is injective on \([0,\pi]\), so the map from angles to multipliers is injective there. The interval is infinite and all its images are admissible, so the admissible set is infinite.

In `eq_zero_of_norm_lt_two`, the `calc` block is the chain \(2\|X\|=\|X^2\|\le\|X\|^2\), with the norm selected by `Matrix.Norms.L2Operator`. Assuming \(X\neq0\) makes the norm positive, and `nlinarith` finds the contradiction with \(\|X\|<2\). `norm_bound_sharp` inserts \(-2\cdot1\) into the quadratic criterion and computes its norm from that of the identity.

### Consequence for constraint solvers

In this finite-basis model with undisplaced trial orbitals, a vanishing orthonormality residual does not show that a solver has found the intended multipliers; for Hermitian \(X\), a norm below 2 in addition does. The distinction matters for the dynamics, because a nonzero solution changes the orbitals abruptly in a step where they should have stayed in place. The density matrix \(CC^{\mathsf H}\) would not reveal the jump, since \(C(1+X)^2C^{\mathsf H}=CC^{\mathsf H}\).
